# With a cubic term and a positive quartic, a Landau energy turns negative before the mode softens

Take one mode amplitude q with energy F(q) = a q²/2 + c q³ + b q⁴, where b > 0 and c ≠ 0; completing the square gives

F(q) = q² [ (a − c²/(2b))/2 + b (q + c/(2b))² ],

so F is negative at q = −c/(2b) as soon as the stiffness a drops below the positive value c²/(2b). The Lean file below proves the corresponding statement for an n-component mode whose cubic term is a nonzero homogeneous polynomial and whose quartic term is homogeneous and positive away from zero.

```lean
import Mathlib

open Metric

namespace CubicTransition

noncomputable section

/-- The amplitudes of an `n`-component distortion mode. -/
abbrev Mode (n : ℕ) := EuclideanSpace ℝ (Fin n)

variable {n : ℕ} {C B : MvPolynomial (Fin n) ℝ}

/-- The value of a polynomial energy term at the distortion `Q`. -/
def termAt (p : MvPolynomial (Fin n) ℝ) (Q : Mode n) : ℝ :=
  MvPolynomial.eval Q.ofLp p

/-- The Landau energy `a ‖Q‖² / 2 + C(Q) + B(Q)` with mode stiffness `a`. -/
def landau (a : ℝ) (C B : MvPolynomial (Fin n) ℝ) (Q : Mode n) : ℝ :=
  a * ‖Q‖ ^ 2 / 2 + termAt C Q + termAt B Q

/-- The ratio `C(u)² / (2 B(u))` in the direction `u`, meant for `B(u) ≠ 0`. -/
def cubicRatio (C B : MvPolynomial (Fin n) ℝ) (u : Mode n) : ℝ :=
  termAt C u ^ 2 / (2 * termAt B u)

/-- The supremum of `C(u)² / (2 B(u))` over unit directions `u`, meant for `n ≥ 1` and
`B` positive away from zero. -/
def transitionStiffness (C B : MvPolynomial (Fin n) ℝ) : ℝ :=
  sSup (cubicRatio C B '' sphere 0 1)

/-- A homogeneous energy term of degree `k` scales as the `k`-th power of the amplitude. -/
theorem termAt_smul {p : MvPolynomial (Fin n) ℝ} {k : ℕ} (hp : p.IsHomogeneous k)
    (t : ℝ) (Q : Mode n) : termAt p (t • Q) = t ^ k * termAt p Q := by
  simp only [termAt, MvPolynomial.eval_eq', Finset.mul_sum]
  refine Finset.sum_congr rfl fun d hd => ?_
  -- every monomial that occurs has total degree `k`
  have hdeg : ∑ i, d i = k := by
    have h := hp (MvPolynomial.mem_support_iff.1 hd)
    simpa [Finsupp.weight_apply, Finsupp.sum_fintype] using h
  have h : ∏ i, (t • Q).ofLp i ^ d i = t ^ k * ∏ i, Q.ofLp i ^ d i := by
    rw [← hdeg, ← Finset.prod_pow_eq_pow_sum, ← Finset.prod_mul_distrib]
    exact Finset.prod_congr rfl fun i _ => mul_pow t (Q.ofLp i) (d i)
  rw [h]
  ring

/-- Every nonzero distortion is its amplitude times a unit direction. -/
theorem exists_direction {Q : Mode n} (hQ : Q ≠ 0) : ∃ u : Mode n, ‖u‖ = 1 ∧ Q = ‖Q‖ • u := by
  have h : ‖Q‖ ≠ 0 := norm_ne_zero_iff.2 hQ
  refine ⟨‖Q‖⁻¹ • Q, ?_, ?_⟩
  · rw [norm_smul, norm_inv, norm_norm, inv_mul_cancel₀ h]
  · rw [smul_smul, mul_inv_cancel₀ h, one_smul]

/-- For a homogeneous cubic `C` and a homogeneous quartic `B`, the energy at `t u`, with `u` a unit
direction and `B(u) ≠ 0`, is `t²` times the sum of a term independent of `t` and `B(u)` times a
completed square in `t`. -/
theorem landau_ray (hC : C.IsHomogeneous 3) (hB : B.IsHomogeneous 4) {u : Mode n}
    (hu : ‖u‖ = 1) (hBu : termAt B u ≠ 0) (a t : ℝ) :
    landau a C B (t • u) = t ^ 2 * ((a - cubicRatio C B u) / 2
      + termAt B u * (t + termAt C u / (2 * termAt B u)) ^ 2) := by
  rw [landau, termAt_smul hC, termAt_smul hB, norm_smul, hu, mul_one, Real.norm_eq_abs,
    sq_abs, cubicRatio]
  field_simp
  ring

/-- For a nonzero homogeneous cubic `C` and a `B` positive away from zero, the transition
stiffness is attained in some unit direction and is positive. -/
theorem transitionStiffness_isGreatest (hC : C.IsHomogeneous 3) (hC0 : C ≠ 0)
    (hpos : ∀ Q : Mode n, Q ≠ 0 → 0 < termAt B Q) :
    IsGreatest (cubicRatio C B '' sphere 0 1) (transitionStiffness C B) ∧
      0 < transitionStiffness C B := by
  have hcont : ∀ p : MvPolynomial (Fin n) ℝ, Continuous (termAt p) := fun p => by
    have h : Continuous (fun Q : Mode n => Q.ofLp) :=
      continuous_pi fun i => (EuclideanSpace.proj i : Mode n →L[ℝ] ℝ).continuous
    exact (MvPolynomial.continuous_eval p).comp h
  have hne : ∀ u ∈ sphere (0 : Mode n) 1, u ≠ 0 := fun u hu =>
    norm_ne_zero_iff.1 (by rw [mem_sphere_zero_iff_norm.1 hu]; exact one_ne_zero)
  -- a nonzero real polynomial has a nonzero value; as `C` is homogeneous, rescaling gives
  -- one on the unit sphere
  obtain ⟨Q, hQ⟩ : ∃ Q : Mode n, termAt C Q ≠ 0 := by
    by_contra h
    refine hC0 (MvPolynomial.funext fun x => ?_)
    rw [map_zero]
    exact not_not.1 fun hx => h ⟨WithLp.toLp 2 x, hx⟩
  have hQ0 : Q ≠ 0 := by
    rintro rfl
    exact hQ (by simpa using termAt_smul hC 0 (0 : Mode n))
  obtain ⟨u, hu, hQu⟩ := exists_direction hQ0
  have hCu : termAt C u ≠ 0 := fun h => hQ (by rw [hQu, termAt_smul hC, h, mul_zero])
  have hus : u ∈ sphere (0 : Mode n) 1 := mem_sphere_zero_iff_norm.2 hu
  have hBu := hpos u (hne u hus)
  have hru : 0 < cubicRatio C B u := div_pos (by positivity) (by positivity)
  -- the ratio is continuous on the compact, nonempty sphere, so it has a maximum there
  have hr : ContinuousOn (cubicRatio C B) (sphere 0 1) :=
    ContinuousOn.div ((hcont C).pow 2).continuousOn
      (continuous_const.mul (hcont B)).continuousOn
      fun v hv => mul_ne_zero two_ne_zero (hpos v (hne v hv)).ne'
  obtain ⟨v, hv, hmax⟩ := (isCompact_sphere (0 : Mode n) 1).exists_isMaxOn ⟨u, hus⟩ hr
  have hg : IsGreatest (cubicRatio C B '' sphere 0 1) (cubicRatio C B v) :=
    ⟨⟨v, hv, rfl⟩, by rintro _ ⟨w, hw, rfl⟩; exact hmax hw⟩
  rw [transitionStiffness, hg.csSup_eq]
  exact ⟨hg, hru.trans_le (hg.2 ⟨u, hus, rfl⟩)⟩

/-- For a nonzero homogeneous cubic `C` and a homogeneous quartic `B` positive away from zero,
some distortion has negative energy exactly when the stiffness `a` lies below the maximum of
`C(u)² / (2 B(u))` over unit directions, and this maximum is positive. -/
theorem transition_precedes_softening (hC : C.IsHomogeneous 3) (hC0 : C ≠ 0)
    (hB : B.IsHomogeneous 4) (hpos : ∀ Q : Mode n, Q ≠ 0 → 0 < termAt B Q) :
    IsGreatest (cubicRatio C B '' sphere 0 1) (transitionStiffness C B) ∧
      0 < transitionStiffness C B ∧
      ∀ a : ℝ, (∃ Q, landau a C B Q < 0) ↔ a < transitionStiffness C B := by
  obtain ⟨hg, h0⟩ := transitionStiffness_isGreatest hC hC0 hpos
  refine ⟨hg, h0, fun a => ⟨?_, fun ha => ?_⟩⟩
  · rintro ⟨Q, hQ⟩
    by_contra ha
    have hQ0 : Q ≠ 0 := by
      rintro rfl
      have h3 : termAt C (0 : Mode n) = 0 := by simpa using termAt_smul hC 0 (0 : Mode n)
      have h4 : termAt B (0 : Mode n) = 0 := by simpa using termAt_smul hB 0 (0 : Mode n)
      simp [landau, h3, h4] at hQ
    obtain ⟨u, hu, hQu⟩ := exists_direction hQ0
    have hBu := hpos u (norm_ne_zero_iff.1 (by rw [hu]; exact one_ne_zero))
    have hle := hg.2 ⟨u, mem_sphere_zero_iff_norm.2 hu, rfl⟩
    have hdiff : 0 ≤ (a - cubicRatio C B u) / 2 := by linarith [not_lt.1 ha]
    rw [hQu, landau_ray hC hB hu hBu.ne'] at hQ
    exact absurd hQ (not_lt_of_ge (by positivity))
  · -- distort along the maximising direction with the amplitude that kills the square
    obtain ⟨u, hus, hr⟩ := hg.1
    have hu := mem_sphere_zero_iff_norm.1 hus
    have hBu := hpos u (norm_ne_zero_iff.1 (by rw [hu]; exact one_ne_zero))
    have hCu : termAt C u ≠ 0 := fun h => h0.ne' (by rw [← hr]; simp [cubicRatio, h])
    have ht : 0 < (termAt C u / (2 * termAt B u)) ^ 2 := by positivity
    refine ⟨(-(termAt C u / (2 * termAt B u))) • u, ?_⟩
    rw [landau_ray hC hB hu hBu.ne', hr, neg_add_cancel, neg_sq]
    exact mul_neg_of_pos_of_neg ht (by linarith)

/-- For a nonzero homogeneous cubic `C` and a homogeneous quartic `B` positive away from zero, the
nonzero distortions of zero energy at the transition stiffness are exactly `-C(u) / (2 B(u)) u` with
`u` a unit direction of maximal ratio. -/
theorem coexisting_distortions (hC : C.IsHomogeneous 3) (hC0 : C ≠ 0)
    (hB : B.IsHomogeneous 4) (hpos : ∀ Q : Mode n, Q ≠ 0 → 0 < termAt B Q) (Q : Mode n) :
    (Q ≠ 0 ∧ landau (transitionStiffness C B) C B Q = 0) ↔
      ∃ u : Mode n, ‖u‖ = 1 ∧ cubicRatio C B u = transitionStiffness C B ∧
        Q = (-(termAt C u / (2 * termAt B u))) • u := by
  obtain ⟨hg, h0⟩ := transitionStiffness_isGreatest hC hC0 hpos
  constructor
  · rintro ⟨hQ0, hQ⟩
    obtain ⟨u, hu, hQu⟩ := exists_direction hQ0
    have hBu := hpos u (norm_ne_zero_iff.1 (by rw [hu]; exact one_ne_zero))
    have hle := hg.2 ⟨u, mem_sphere_zero_iff_norm.2 hu, rfl⟩
    rw [hQu, landau_ray hC hB hu hBu.ne'] at hQ
    -- two nonnegative terms add up to zero, so both vanish
    have hsum := (mul_eq_zero.1 hQ).resolve_left (pow_ne_zero 2 (norm_ne_zero_iff.2 hQ0))
    have hsq : 0 ≤ termAt B u * (‖Q‖ + termAt C u / (2 * termAt B u)) ^ 2 := by positivity
    have hz : termAt B u * (‖Q‖ + termAt C u / (2 * termAt B u)) ^ 2 = 0 := by linarith
    have ht := pow_eq_zero_iff two_ne_zero |>.1 ((mul_eq_zero.1 hz).resolve_left hBu.ne')
    refine ⟨u, hu, by linarith, ?_⟩
    rw [← eq_neg_of_add_eq_zero_left ht]
    exact hQu
  · rintro ⟨u, hu, hr, rfl⟩
    have hu0 : u ≠ 0 := norm_ne_zero_iff.1 (by rw [hu]; exact one_ne_zero)
    have hBu := hpos u hu0
    have hCu : termAt C u ≠ 0 := fun h => h0.ne' (by rw [← hr]; simp [cubicRatio, h])
    refine ⟨smul_ne_zero (neg_ne_zero.2 (div_ne_zero hCu (by positivity))) hu0, ?_⟩
    rw [landau_ray hC hB hu hBu.ne', hr]
    ring

/-- For a three-component mode with cubic term `c x y z` and isotropic quartic term
`b (x² + y² + z²)²`, `b > 0`, the transition stiffness is `c² / (54 b)`. -/
theorem transitionStiffness_xyz {b : ℝ} (c : ℝ) (hb : 0 < b) :
    transitionStiffness
      (MvPolynomial.C c * MvPolynomial.X 0 * MvPolynomial.X 1 * MvPolynomial.X 2 :
        MvPolynomial (Fin 3) ℝ)
      (MvPolynomial.C b * (MvPolynomial.X 0 ^ 2 + MvPolynomial.X 1 ^ 2
        + MvPolynomial.X 2 ^ 2) ^ 2) = c ^ 2 / (54 * b) := by
  have hn : ∀ u : Mode 3, ‖u‖ = 1 → u 0 ^ 2 + u 1 ^ 2 + u 2 ^ 2 = 1 := fun u hu => by
    have h := EuclideanSpace.real_norm_sq_eq u
    rw [hu, Fin.sum_univ_three] at h
    linarith
  have hval : ∀ u : Mode 3, ‖u‖ = 1 → cubicRatio
      (MvPolynomial.C c * MvPolynomial.X 0 * MvPolynomial.X 1 * MvPolynomial.X 2)
      (MvPolynomial.C b * (MvPolynomial.X 0 ^ 2 + MvPolynomial.X 1 ^ 2
        + MvPolynomial.X 2 ^ 2) ^ 2) u
      = c ^ 2 * (u 0 ^ 2 * u 1 ^ 2 * u 2 ^ 2) / (2 * b) := fun u hu => by
    simp only [cubicRatio, termAt, map_mul, map_add, map_pow, MvPolynomial.eval_C,
      MvPolynomial.eval_X]
    rw [hn u hu]
    ring
  -- the maximum is reached along the body diagonal
  obtain ⟨s, hs⟩ : ∃ s : ℝ, s ^ 2 = 1 / 3 := ⟨√(1 / 3), Real.sq_sqrt (by norm_num)⟩
  have hv : ‖(!₂[s, s, s] : Mode 3)‖ = 1 := by
    have h : ‖(!₂[s, s, s] : Mode 3)‖ ^ 2 = 1 := by
      rw [EuclideanSpace.real_norm_sq_eq, Fin.sum_univ_three]
      show s ^ 2 + s ^ 2 + s ^ 2 = 1
      linarith
    exact (sq_eq_sq₀ (norm_nonneg _) zero_le_one).1 (by rw [h, one_pow])
  refine IsGreatest.csSup_eq ⟨⟨!₂[s, s, s], mem_sphere_zero_iff_norm.2 hv, ?_⟩, ?_⟩
  · rw [hval _ hv]
    show c ^ 2 * (s ^ 2 * s ^ 2 * s ^ 2) / (2 * b) = _
    rw [hs]
    ring
  · rintro _ ⟨u, hus, rfl⟩
    have hu := mem_sphere_zero_iff_norm.1 hus
    -- inequality of arithmetic and geometric means for the squared components
    have amgm : ∀ p q r : ℝ, 0 ≤ p → 0 ≤ q → 0 ≤ r → 27 * (p * q * r) ≤ (p + q + r) ^ 3 := by
      intro p q r hp hq hr
      nlinarith [mul_nonneg hp (sq_nonneg (q - r)), mul_nonneg hp (sq_nonneg (p - q)),
        mul_nonneg hp (sq_nonneg (p - r)), mul_nonneg hq (sq_nonneg (q - r)),
        mul_nonneg hq (sq_nonneg (p - q)), mul_nonneg hq (sq_nonneg (p - r)),
        mul_nonneg hr (sq_nonneg (q - r)), mul_nonneg hr (sq_nonneg (p - q)),
        mul_nonneg hr (sq_nonneg (p - r))]
    have h := amgm _ _ _ (sq_nonneg (u 0)) (sq_nonneg (u 1)) (sq_nonneg (u 2))
    rw [hn u hu] at h
    have h' : u 0 ^ 2 * u 1 ^ 2 * u 2 ^ 2 ≤ 1 / 27 := by linarith
    rw [hval u hu]
    calc c ^ 2 * (u 0 ^ 2 * u 1 ^ 2 * u 2 ^ 2) / (2 * b)
        ≤ c ^ 2 * (1 / 27) / (2 * b) := by gcongr
      _ = c ^ 2 / (54 * b) := by ring

end

end CubicTransition
```

```lean
#print axioms CubicTransition.transition_precedes_softening
-- 'CubicTransition.transition_precedes_softening' depends on axioms: [propext, Classical.choice, Quot.sound]
#print axioms CubicTransition.coexisting_distortions
-- 'CubicTransition.coexisting_distortions' depends on axioms: [propext, Classical.choice, Quot.sound]
#print axioms CubicTransition.transitionStiffness_xyz
-- 'CubicTransition.transitionStiffness_xyz' depends on axioms: [propext, Classical.choice, Quot.sound]
```

## The threshold for n components

A distortion is a vector Q of n real amplitudes, `Mode n` in Lean, with the Euclidean norm ‖Q‖. The energy `landau a C B Q` is

F(Q) = a ‖Q‖²/2 + C(Q) + B(Q).

Here C and B are polynomials in n variables, and `termAt` evaluates them at Q. The hypotheses `C.IsHomogeneous 3` and `B.IsHomogeneous 4` say that every monomial has total degree 3 or 4 respectively.

For a unit direction u, `cubicRatio C B u` is

r(u) = C(u)²/(2B(u)),

and `transitionStiffness C B`, written a* here, is the supremum of r over the unit sphere. The theorem `transition_precedes_softening` makes three statements about it:

- a* is a maximum: some unit direction attains it, which is what `IsGreatest` expresses.
- a* > 0.
- For every real a, some Q has F(Q) < 0 exactly when a < a*.

The theorem `coexisting_distortions` describes the threshold itself. At a = a*, the nonzero Q with F(Q) = 0 are exactly the vectors

Q = −C(u)/(2B(u)) u,

with u a unit direction for which r(u) = a*. The directions u and −u give the same Q, because C is odd and B is even.

The formula for a* depends on the convention that the quadratic term carries a factor 1/2 and the other two terms carry none.

## The structural transition it describes

The undistorted structure is Q = 0, with F(0) = 0. Its harmonic stiffness is a, the same in all n directions, as for a degenerate mode whose symmetry allows only one quadratic invariant. Softening means that a reaches zero. If a decreases on cooling while C and B stay fixed, a distorted structure becomes lower in energy once a passes a*, when the mode is still stiff. At a = a* the distorted states listed above are degenerate with Q = 0 and lie a finite distance |C(u)|/(2B(u)) away from it, so the order parameter jumps: the transition is first order.

The condition C ≠ 0 stands for a symmetry that permits a cubic invariant. If C = 0 and n ≥ 1, the ratio vanishes in every direction and the threshold is a* = 0, so its positivity is lost. The positivity of B stands for a crystal that resists large distortions in every direction.

The model is a uniform, static amplitude with an energy truncated at fourth order. It leaves out fluctuations, coupling to strain and any dependence of a on temperature; the last has to be supplied to turn a* into a transition temperature. Within this truncated model, the result bears on frozen-phonon calculations: a positive harmonic stiffness does not by itself exclude a distorted structure of lower energy.

## Completing the square along each direction

A monomial of total degree k picks up a factor tᵏ when all its variables are multiplied by t. Hence C(tu) = t³C(u) and B(tu) = t⁴B(u), which is `termAt_smul`. For a unit vector u and any real t,

F(tu) = a t²/2 + C(u) t³ + B(u) t⁴
= t² [ a/2 + C(u) t + B(u) t² ].

Since

B(u) (t + C(u)/(2B(u)))² = B(u) t² + C(u) t + C(u)²/(4B(u)),

and the last term is r(u)/2, this becomes

F(tu) = t² [ (a − r(u))/2 + B(u) (t + C(u)/(2B(u)))² ].

This is `landau_ray`. Its proof rewrites the energy by the scaling rule and leaves the algebra to `field_simp` and `ring`. Every nonzero Q lies on such a ray, with u = Q/‖Q‖ and t = ‖Q‖; `exists_direction` supplies this decomposition.

## Why the maximum exists and is positive

On the unit sphere B is positive, so r is a quotient of continuous functions with nonzero denominator. The sphere is compact, and it is nonempty because a nonzero homogeneous cubic C requires n ≥ 1, so r attains a maximum there.

A nonzero real polynomial has a nonzero value somewhere, say C(Q) ≠ 0. Then Q ≠ 0, because C(0) = 0. Writing Q = ‖Q‖u gives C(Q) = ‖Q‖³C(u), so C(u) ≠ 0 and r(u) > 0. The maximum is at least this large. In `transitionStiffness_isGreatest` the nonzero value comes from `MvPolynomial.funext`, by which polynomials with equal values everywhere are equal, and the maximiser comes from `exists_isMaxOn`.

## Both sides of the threshold

Suppose a < a*. Choose a unit u with r(u) = a* and set t = −C(u)/(2B(u)). The square vanishes, leaving

F(tu) = t² (a − a*)/2.

Since r(u) > 0 we have C(u) ≠ 0, so t ≠ 0 and the energy is negative.

Suppose instead that a ≥ a*. In every unit direction a − r(u) ≥ a − a* ≥ 0, so both terms in the bracket are nonnegative and F(tu) ≥ 0. Together with F(0) = 0 this excludes negative energies. Lean argues by contradiction from a Q with F(Q) < 0, and `positivity` confirms the sign of the bracketed expression.

At a = a*, let Q = ‖Q‖u be nonzero with F(Q) = 0. Dividing by ‖Q‖² leaves two nonnegative terms with sum zero, so each vanishes:

r(u) = a*,
‖Q‖ = −C(u)/(2B(u)).

This is the stated form of Q. Conversely, inserting that form makes both terms zero, and Q ≠ 0 because C(u) ≠ 0. The two halves of `coexisting_distortions` follow these steps.

## Three components with a cubic term c x y z

For C = c x y z and B = b (x² + y² + z²)² with b > 0, `transitionStiffness_xyz` gives a* = c²/(54b). The value c = 0 is allowed and gives a* = 0.

On the unit sphere B(u) = b. With components u₀, u₁, u₂, numbered as in Lean,

r(u) = c² u₀² u₁² u₂²/(2b).

Put p = u₀², q = u₁² and s = u₂², which are nonnegative and add up to 1. The inequality of arithmetic and geometric means follows from

(p + q + s)³ − 27pqs
= (p + q + s) [ (p − q)² + (q − s)² + (p − s)² ]/2
+ 3 [ p(q − s)² + q(p − s)² + s(p − q)² ]
≥ 0.

Hence pqs ≤ 1/27 and r(u) ≤ c²/(54b). The body diagonal u = (1, 1, 1)/√3 has p = q = s = 1/3 and reaches the bound. In the Lean proof `hval` computes the ratio, and `amgm` proves the inequality by handing `nlinarith` the nonnegative products that appear in the identity.
